# ⟨S²⟩ of a determinant with shared spatial orbitals, and when it is a spin eigenfunction

When an open-shell configuration is set up as the starting point of a calculation, it is useful to know whether a single determinant has a definite total spin or whether several must be combined to obtain one. For determinants whose alpha and beta electrons occupy one common set of $n$ orthonormal spatial orbitals, the occupations alone settle this.

Let $A$ be the set of orbitals holding an alpha electron and $B$ the set holding a beta electron. Write $|A,B\rangle$ for the determinant, $|A|$ for the number of elements of $A$, $A\setminus B$ for the orbitals in $A$ but not in $B$, and $A\,\triangle\,B$ for the singly occupied orbitals. With $M=(|A|-|B|)/2$ and $\hbar=1$,

$$\langle S^2\rangle = M^2+\tfrac12|A\,\triangle\,B| ,$$

and $|A,B\rangle$ is an eigenvector of $S^2$ exactly when $B\subseteq A$ or $A\subseteq B$.

The expectation value holds for every $A$ and $B$. The physical assumptions sit in the definitions. Neither of the two main theorems restricts the occupations by a hypothesis; the inclusion appears as one side of an equivalence.

## One orthonormal orbital set for both spins

Physically, an alpha and a beta electron with the same label $p$ have the same spatial function, and different labels mean orthogonal functions. This is the situation in restricted calculations. In Lean the orbitals are the elements of `Fin n`, numbered from 0, and a state is a finite complex combination of pairs $(A,B)$. The product `braket`, conjugate-linear in its first argument, makes the determinants orthonormal.

```lean
import Mathlib

open Finset
open scoped symmDiff ComplexConjugate

namespace DeterminantSpin

noncomputable section

variable {n : ℕ}

/-- Occupation pattern of a determinant: its alpha set and its beta set of spatial orbitals. -/
abbrev Det (n : ℕ) := Finset (Fin n) × Finset (Fin n)

/-- Fermionic Fock space over `n` spatial orbitals, spanned by the determinants. -/
abbrev Fock (n : ℕ) := Det n →₀ ℂ

/-- The determinant with alpha set `A` and beta set `B`. -/
def ket (A B : Finset (Fin n)) : Fock n := Finsupp.single (A, B) 1

/-- The Hermitian product in which the determinants are orthonormal. -/
def braket (φ ψ : Fock n) : ℂ := φ.sum fun D c => conj c * ψ D
```

The derivation uses the common set whenever a spin flip leaves the spatial label unchanged, and it uses orthonormality at the end, to discard every determinant other than the original. In the proof these are the single index `p` in `spinRaise` and the steps `hb` and `hx` of `spinSq_expectation`.

If the two spins have different orbitals, as in unrestricted calculations, overlaps enter. The expectation value becomes $M(M+1)+|B|-\sum_{ij}|s_{ij}|^2$, where $s_{ij}$ is the overlap of occupied alpha orbital $i$ with occupied beta orbital $j$. For a common set the sum is $|A\cap B|$, and the formula above returns.

## Exclusion, and signs in the order 0α, 0β, 1α, 1β

Each spin-orbital holds at most one electron, and an operator acting on it picks up a factor $-1$ for every electron that precedes it in the chosen order. For an alpha electron in $p$ this gives `phase`, which counts the electrons in lower orbitals. A beta electron in $p$ also passes an alpha electron in $p$, hence `phaseDn`. The four operators are defined by their action on determinants.

```lean
/-- Fermionic sign from passing all electrons in spatial orbitals below `p`. -/
def phase (p : Fin n) (A B : Finset (Fin n)) : ℂ :=
  (-1) ^ (#(A.filter (· < p)) + #(B.filter (· < p)))

/-- Sign for a beta electron in `p`, which also passes an alpha electron in `p`. -/
def phaseDn (p : Fin n) (A B : Finset (Fin n)) : ℂ :=
  (if p ∈ A then -1 else 1) * phase p A B

/-- Annihilation of an alpha electron in orbital `p`. -/
def annUp (p : Fin n) : Module.End ℂ (Fock n) := Finsupp.linearCombination ℂ fun D =>
  if p ∈ D.1 then phase p D.1 D.2 • ket (D.1.erase p) D.2 else 0

/-- Creation of an alpha electron in orbital `p`. -/
def creUp (p : Fin n) : Module.End ℂ (Fock n) := Finsupp.linearCombination ℂ fun D =>
  if p ∈ D.1 then 0 else phase p D.1 D.2 • ket (insert p D.1) D.2

/-- Annihilation of a beta electron in orbital `p`. -/
def annDn (p : Fin n) : Module.End ℂ (Fock n) := Finsupp.linearCombination ℂ fun D =>
  if p ∈ D.2 then phaseDn p D.1 D.2 • ket D.1 (D.2.erase p) else 0

/-- Creation of a beta electron in orbital `p`. -/
def creDn (p : Fin n) : Module.End ℂ (Fock n) := Finsupp.linearCombination ℂ fun D =>
  if p ∈ D.2 then 0 else phaseDn p D.1 D.2 • ket D.1 (insert p D.2)
```

With $a^\dagger$ and $a$ for creation and annihilation, the spin operators are

$$S_+=\sum_p a^\dagger_{p\alpha}a_{p\beta},\qquad S_-=\sum_p a^\dagger_{p\beta}a_{p\alpha},\qquad S_z=\tfrac12\sum_p\left(a^\dagger_{p\alpha}a_{p\alpha}-a^\dagger_{p\beta}a_{p\beta}\right).$$

The square is defined as $S^2=\tfrac12(S_+S_-+S_-S_+)+S_z^2$. This equals $S_x^2+S_y^2+S_z^2$ when $S_x=(S_++S_-)/2$ and $S_y=(S_+-S_-)/2i$. The definition `exchange` names a sum that appears when the flips are combined.

```lean
/-- The raising operator `S₊`. -/
def spinRaise : Module.End ℂ (Fock n) := ∑ p, creUp p * annDn p

/-- The lowering operator `S₋`. -/
def spinLower : Module.End ℂ (Fock n) := ∑ p, creDn p * annUp p

/-- The operator `S_z`: half the alpha minus beta electron number. -/
def spinZ : Module.End ℂ (Fock n) :=
  (1 / 2 : ℂ) • ∑ p, (creUp p * annUp p - creDn p * annDn p)

/-- The squared total spin, `S² = (S₊S₋ + S₋S₊) / 2 + S_z²`. -/
def spinSq : Module.End ℂ (Fock n) :=
  (1 / 2 : ℂ) • (spinRaise * spinLower + spinLower * spinRaise) + spinZ * spinZ

/-- The spin projection `M`, half the difference of alpha and beta electron numbers. -/
def projM (A B : Finset (Fin n)) : ℂ := ((A.card : ℂ) - B.card) / 2

/-- Sum of all determinants obtained by swapping the spins of one beta-only orbital `p`
and one alpha-only orbital `q`. -/
def exchange (A B : Finset (Fin n)) : Fock n :=
  ∑ p ∈ B \ A, ∑ q ∈ A \ B, ket (insert p (A.erase q)) (insert q (B.erase p))
```

Take one term of $S_+$. If $p\notin B$, there is no beta electron to remove. If $p$ is in both sets, the alpha place is taken and creation gives zero. If $p\in B\setminus A$, removal and creation each contribute the same sign, because the electrons below $p$ have not changed, and the product is $+1$. The same argument applies to $S_-$ with the spins interchanged. In the number operators the sign also occurs twice. Therefore

$$S_+|A,B\rangle=\sum_{p\in B\setminus A}|A\cup p,\,B\setminus p\rangle,\qquad S_-|A,B\rangle=\sum_{q\in A\setminus B}|A\setminus q,\,B\cup q\rangle,$$

and $S_z|A,B\rangle=M|A,B\rangle$.

In the proof, `phase_facts` says that the sign squares to one and ignores the occupation of $p$ itself. The four cases of $p$ in or out of $A$ and $B$ are the two `by_cases` in `spin_ket`, after which the one-orbital terms are summed.

```lean
/-- A linear map given on determinants takes its prescribed value on each of them. -/
theorem lift_ket {V : Type*} [AddCommMonoid V] [Module ℂ V] (f : Det n → V)
    (A B : Finset (Fin n)) : Finsupp.linearCombination ℂ f (ket A B) = f (A, B) := by
  simp [ket]

/-- The fermionic sign squares to one and does not depend on the occupation of `p` itself. -/
theorem phase_facts (p : Fin n) (A B : Finset (Fin n)) :
    phase p A B * phase p A B = 1 ∧ phase p (A.erase p) B = phase p A B ∧
      phase p A (B.erase p) = phase p A B := by
  have h (C : Finset (Fin n)) : (C.erase p).filter (· < p) = C.filter (· < p) := by
    ext q
    simp only [mem_filter, mem_erase]
    exact ⟨fun h => ⟨h.1.2, h.2⟩, fun h => ⟨⟨h.2.ne, h.1⟩, h.2⟩⟩
  refine ⟨?_, by rw [phase, phase, h], by rw [phase, phase, h]⟩
  rw [phase, ← mul_pow]
  simp

/-- `S₊` gives the sum of the determinants in which one beta-only electron is flipped, `S₋` the sum
of those in which one alpha-only electron is flipped, and `S_z` multiplies the determinant by `M`.
-/
theorem spin_ket (A B : Finset (Fin n)) :
    spinRaise (ket A B) = ∑ p ∈ B \ A, ket (insert p A) (B.erase p) ∧
      spinLower (ket A B) = ∑ q ∈ A \ B, ket (A.erase q) (insert q B) ∧
      spinZ (ket A B) = projM A B • ket A B := by
  -- the fermionic signs cancel in each one-orbital term
  have h (p : Fin n) : (creUp p * annDn p) (ket A B) =
        (if p ∈ B \ A then ket (insert p A) (B.erase p) else 0) ∧
      (creDn p * annUp p) (ket A B) =
        (if p ∈ A \ B then ket (A.erase p) (insert p B) else 0) ∧
      (creUp p * annUp p) (ket A B) = (if p ∈ A then ket A B else 0) ∧
      (creDn p * annDn p) (ket A B) = (if p ∈ B then ket A B else 0) := by
    obtain ⟨h1, h2, h3⟩ := phase_facts p A B
    by_cases hA : p ∈ A <;> by_cases hB : p ∈ B <;>
      simp [creUp, annUp, creDn, annDn, phaseDn, lift_ket, hA, hB, h1, h2, h3, smul_smul]
  refine ⟨?_, ?_, ?_⟩
  · simp only [spinRaise, LinearMap.sum_apply, fun p => (h p).1, sum_ite_mem, univ_inter]
  · simp only [spinLower, LinearMap.sum_apply, fun p => (h p).2.1, sum_ite_mem, univ_inter]
  · simp only [spinZ, projM, LinearMap.smul_apply, LinearMap.sum_apply, LinearMap.sub_apply,
      fun p => (h p).2.2.1, fun p => (h p).2.2.2, sum_sub_distrib, sum_ite_mem, univ_inter,
      sum_const, ← Nat.cast_smul_eq_nsmul ℂ]
    module
```

Without exclusion, a doubly occupied orbital would not drop out: two spin-½ bosons in one orbital form a triplet. The order of the spin-orbitals is only a convention. Placing all alpha before all beta would leave both results true but put signs into the exchange sum, which matters for the last step of the eigenvector proof.

## No restriction on the occupations for the expectation value

Here $A$ and $B$ are arbitrary, including empty sets and $n=0$. Apply $S_-$ after $S_+$. Once $p\in B\setminus A$ has been flipped, the alpha-only orbitals are those of $A\setminus B$ together with $p$. Flipping $p$ back restores $|A,B\rangle$, while flipping $q\in A\setminus B$ exchanges the spins of $p$ and $q$. Summing over $p$,

$$S_-S_+|A,B\rangle=|B\setminus A|\,|A,B\rangle+X,\qquad X=\sum_{p\in B\setminus A}\ \sum_{q\in A\setminus B}|(A\setminus q)\cup p,\,(B\setminus p)\cup q\rangle .$$

In the other order, the flip of $q$ comes first and is undone once for each $q\in A\setminus B$. The two-orbital exchanges lead to the same determinants, so

$$S_+S_-|A,B\rangle=|A\setminus B|\,|A,B\rangle+X .$$

Half the sum of the two, with $|A\setminus B|+|B\setminus A|=|A\,\triangle\,B|$, plus $S_z^2$ gives

$$S^2|A,B\rangle=\left(M^2+\tfrac12|A\,\triangle\,B|\right)|A,B\rangle+X .$$

Every determinant in $X$ has an alpha electron in some $p\notin A$, so it differs from $|A,B\rangle$ and is orthogonal to it. Only the first term survives in the expectation value.

The lemma `flip_back` separates the restoring flip from the exchanges. It is stated for a general function `F`, so that `spinSq_ket` can use it for both orders, the second time with the roles of alpha and beta swapped. There `hl` and `hr` are the two products and `hc` is the count of singly occupied orbitals.

```lean
/-- After the spin flip of `p`, a second flip either restores the determinant or
exchanges the spins of `p` and another orbital `q`. -/
theorem flip_back {V : Type*} [AddCommMonoid V] (F : Finset (Fin n) → Finset (Fin n) → V)
    {A B : Finset (Fin n)} {p : Fin n} (hp : p ∈ B \ A) :
    ∑ q ∈ insert p A \ B.erase p, F ((insert p A).erase q) (insert q (B.erase p)) =
      F A B + ∑ q ∈ A \ B, F (insert p (A.erase q)) (insert q (B.erase p)) := by
  obtain ⟨hB, hA⟩ := mem_sdiff.mp hp
  have hs : insert p A \ B.erase p = insert p (A \ B) := by
    ext q
    by_cases h : q = p <;> simp [h]
  rw [hs, sum_insert (by simp [hA]), erase_insert hA, insert_erase hB]
  congr 1
  refine sum_congr rfl fun q hq => ?_
  have hne : p ≠ q := fun e => hA (e ▸ (mem_sdiff.mp hq).1)
  rw [erase_insert_of_ne hne]

/-- `S²` acts on a determinant as the number `M² + card (A ∆ B) / 2` plus the exchange sum. -/
theorem spinSq_ket (A B : Finset (Fin n)) : spinSq (ket A B) =
    (projM A B ^ 2 + (#(A ∆ B) : ℂ) / 2) • ket A B + exchange A B := by
  have hl : spinLower (spinRaise (ket A B)) = (#(B \ A) : ℂ) • ket A B + exchange A B := by
    rw [(spin_ket A B).1, map_sum, exchange, Nat.cast_smul_eq_nsmul, ← sum_const,
      ← sum_add_distrib]
    exact sum_congr rfl fun p hp => (spin_ket _ _).2.1.trans (flip_back ket hp)
  have hr : spinRaise (spinLower (ket A B)) = (#(A \ B) : ℂ) • ket A B + exchange A B := by
    rw [(spin_ket A B).2.1, map_sum, exchange, sum_comm, Nat.cast_smul_eq_nsmul, ← sum_const,
      ← sum_add_distrib]
    exact sum_congr rfl fun q hq =>
      (spin_ket _ _).1.trans (flip_back (fun X Y => ket Y X) hq)
  have hc : #(A ∆ B) = #(A \ B) + #(B \ A) := by
    rw [symmDiff_def, sup_eq_union, card_union_of_disjoint disjoint_sdiff_sdiff]
  simp only [spinSq, LinearMap.add_apply, LinearMap.smul_apply, Module.End.mul_apply, hl, hr,
    (spin_ket A B).2.2, map_smul, hc, Nat.cast_add]
  module

/-- The expectation value of `S²` in a determinant is `M² + card (A ∆ B) / 2`. -/
theorem spinSq_expectation (A B : Finset (Fin n)) :
    braket (ket A B) (spinSq (ket A B)) = projM A B ^ 2 + (#(A ∆ B) : ℂ) / 2 := by
  have hb (ψ : Fock n) : braket (ket A B) ψ = ψ (A, B) := by simp [braket, ket]
  -- no exchanged determinant coincides with the original one
  have hx : exchange A B (A, B) = 0 := by
    simp only [exchange, Finsupp.finsetSum_apply]
    refine sum_eq_zero fun p hp => sum_eq_zero fun q _ => ?_
    rw [ket, Finsupp.single_apply, if_neg]
    intro h
    have h1 : insert p (A.erase q) = A := congrArg Prod.fst h
    have h2 := mem_insert_self p (A.erase q)
    rw [h1] at h2
    exact (mem_sdiff.mp hp).2 h2
  rw [hb, spinSq_ket, Finsupp.add_apply, Finsupp.smul_apply, hx, add_zero]
  simp [ket]
```

## All unpaired electrons with the same spin

The condition $B\subseteq A$ or $A\subseteq B$ means that the singly occupied orbitals hold only alpha or only beta electrons. Closed shells and high-spin open shells satisfy it.

If it holds, $A\setminus B$ or $B\setminus A$ is empty, so $X=0$ and $|A,B\rangle$ is an eigenvector. Counting then gives $|A\,\triangle\,B|=2|M|$, so the eigenvalue is $|M|(|M|+1)$ and the total spin is $|M|$.

Conversely, suppose $S^2|A,B\rangle=\mu|A,B\rangle$. Taking the product with $|A,B\rangle$ shows that $\mu$ is the expectation value, and comparison with the formula for $S^2|A,B\rangle$ leaves $X=0$. Now add up the coefficients of $X$. Each term contributes $+1$, so

$$|B\setminus A|\cdot|A\setminus B|=0,$$

and one set contains the other.

The Lean statement says that some complex `μ` exists for which the determinant is an eigenvector, which includes being non-zero. In the forward direction, `h4` is the vanishing of the exchange sum, and `h5` applies the linear map that sends every determinant to 1. In the reverse direction, `hx` is the empty sum.

```lean
/-- A determinant is an eigenvector of `S²` exactly when one of its two occupation sets
contains the other. -/
theorem spinSq_eigenvector_iff (A B : Finset (Fin n)) :
    (∃ μ : ℂ, Module.End.HasEigenvector spinSq μ (ket A B)) ↔ B ⊆ A ∨ A ⊆ B := by
  constructor
  · rintro ⟨μ, h⟩
    have h1 := h.apply_eq_smul
    have h2 := spinSq_expectation A B
    have h3 : braket (ket A B) (μ • ket A B) = μ := by simp [braket, ket]
    rw [h1, h3] at h2
    rw [spinSq_ket, ← h2] at h1
    have h4 : exchange A B = 0 := by simpa using h1
    -- add up the coefficients of the exchange sum
    have h5 := congrArg (Finsupp.linearCombination ℂ (fun _ : Det n => (1 : ℂ))) h4
    simp only [exchange, map_sum, lift_ket, sum_const, map_zero, nsmul_eq_mul, mul_one] at h5
    exact (mul_eq_zero.mp h5).imp
      (fun h => sdiff_eq_empty_iff_subset.mp (Finset.card_eq_zero.mp (Nat.cast_eq_zero.mp h)))
      (fun h => sdiff_eq_empty_iff_subset.mp (Finset.card_eq_zero.mp (Nat.cast_eq_zero.mp h)))
  · intro h
    have hx : exchange A B = 0 := by
      rcases h with h | h <;> simp [exchange, sdiff_eq_empty_iff_subset.mpr h]
    have hne : ket A B ≠ 0 := by simp [ket]
    refine ⟨projM A B ^ 2 + (#(A ∆ B) : ℂ) / 2, Module.End.mem_eigenspace_iff.mpr ?_, hne⟩
    rw [spinSq_ket, hx, add_zero]

end

end DeterminantSpin
```

```lean
#print axioms DeterminantSpin.spinSq_eigenvector_iff
```

```
'DeterminantSpin.spinSq_eigenvector_iff' depends on axioms: [propext, Classical.choice, Quot.sound]
```

The sum of coefficients works because all signs are positive. With all alpha before all beta, the two exchange terms for $A=\lbrace 0,1\rbrace$ and $B=\lbrace 2\rbrace$ would have opposite signs and add to zero although $X\neq0$; one would then compare the determinants individually.

When the inclusion fails, the determinant mixes total spins. The smallest case has one alpha electron in orbital 0 and one beta electron in orbital 1. Then $M=0$ and $\langle S^2\rangle=1$, halfway between the singlet value 0 and the triplet value 2. Writing $|0,1\rangle$ for this determinant and $|1,0\rangle$ for its spin-exchanged partner, the eigenvectors are $(|0,1\rangle\pm|1,0\rangle)/\sqrt2$, with the plus sign for the triplet in the spin-orbital order used here.
